# Without on-site energies, the half-filled ground-state energy of free electrons on a bipartite lattice with equal sublattices is −tr √(B\*B) per spin

In a Peierls-type model the hopping amplitudes depend on the atomic positions, so a scan over trial lattice distortions involves the electronic ground-state energy for many different hopping matrices. For non-interacting electrons at half filling on a finite bipartite lattice with equal sublattices and no on-site energies, it can be read off the hopping block $B$ between the sublattices: per spin, it is minus the sum of the singular values of $B$. The full Hamiltonian need not be diagonalised, and no occupations need to be assigned.

## Hamiltonian, density matrices and energy

The finite type `n` labels the sites of one sublattice, and $n$ also denotes their number. `n ⊕ n` labels all $2n$ sites.

```lean
import Mathlib

open Matrix
open scoped ComplexOrder MatrixOrder

namespace BipartiteHalfFilling

noncomputable section

variable {n : Type*} [Fintype n] [DecidableEq n]
```

The amplitudes form an arbitrary complex matrix $B$, possibly singular, with the sign of the hopping included. With $B^*$ the conjugate transpose, written `Bᴴ` in Lean,
$$H=\begin{pmatrix}0&B\\B^*&0\end{pmatrix}.$$
The zero diagonal blocks exclude on-site energies and hopping within a sublattice.

```lean
/-- The bipartite hopping Hamiltonian with amplitudes `B` between the two sublattices. -/
def hopping (B : Matrix n n ℂ) : Matrix (n ⊕ n) (n ⊕ n) ℂ :=
  fromBlocks 0 B Bᴴ 0
```

For one spin species, the one-body density matrix is $P_{ij}=\langle c_j^\dagger c_i\rangle$. The Pauli principle puts its eigenvalues between 0 and 1, so $P\ge0$ and $1-P\ge0$. Conversely, every such matrix is the one-body density matrix of some state, possibly a mixed one, and if its trace is an integer $N$, the state can be chosen with exactly $N$ particles. This standard fact is not proved here. `PosSemidef` includes Hermiticity.

```lean
/-- One-body density matrices of spinless fermions: `0 ≤ P ≤ 1`. -/
def IsDensity (P : Matrix (n ⊕ n) (n ⊕ n) ℂ) : Prop :=
  P.PosSemidef ∧ (1 - P).PosSemidef
```

The energy is $\operatorname{tr}(HP)$. This is real for Hermitian $P$, so taking the real part loses nothing. The elastic energy of the lattice is not included.

```lean
/-- The electronic energy per spin of the density matrix `P`. -/
def energy (B : Matrix n n ℂ) (P : Matrix (n ⊕ n) (n ⊕ n) ℂ) : ℝ :=
  (trace (hopping B * P)).re
```

The claimed minimum is $E(B)=-\operatorname{tr}S$, where $S=\sqrt{B^*B}$ is the positive square root, `CFC.sqrt` in Mathlib. The eigenvalues of $S$ are the singular values of $B$.

```lean
/-- Minus the trace of the positive square root of `B* B`. -/
def bandEnergy (B : Matrix n n ℂ) : ℝ :=
  -(trace (CFC.sqrt (Bᴴ * B))).re
```

Traces over all sites split into traces over the two sublattices.

```lean
omit [DecidableEq n] in
/-- The trace of a two-sublattice matrix is the sum of the traces of its diagonal blocks. -/
theorem trace_fromBlocks (A B C D : Matrix n n ℂ) :
    trace (fromBlocks A B C D) = trace A + trace D := by
  simp [Matrix.trace, Fintype.sum_sum_type]
```

## A polar decomposition that allows zero modes

Diagonalise a positive semidefinite $S=U\operatorname{diag}(d_i)U^*$ and set
$$R=U\operatorname{diag}(\sqrt{d_i})U^*,\qquad T=U\operatorname{diag}(\tau_i)U^*,$$
with $\tau_i=1/\sqrt{d_i}$ if $d_i>0$ and $\tau_i=0$ otherwise. Lean's convention $0^{-1}=0$ produces exactly this $T$. Both matrices are Hermitian, and comparing eigenvalues gives
$$R^2=S,\quad RT=TR,\quad RTR=R,\quad TRT=T.$$
In the proof, `mulF` multiplies such functions of $S$ eigenvalue by eigenvalue, and `key` is the scalar identity $s\,s^{-1}s=s$.

```lean
/-- A positive semidefinite matrix has a Hermitian square root `R` with a commuting
Hermitian pseudo-inverse `T`. -/
theorem exists_root_pseudoinverse {S : Matrix n n ℂ} (hS : S.PosSemidef) :
    ∃ R T : Matrix n n ℂ, Rᴴ = R ∧ Tᴴ = T ∧ R * R = S ∧ R * T = T * R ∧
      R * T * R = R ∧ T * R * T = T := by
  obtain ⟨U, d, hU, hd, hSd⟩ : ∃ (U : Matrix n n ℂ) (d : n → ℝ), Uᴴ * U = 1 ∧
      (∀ i, 0 ≤ d i) ∧ S = U * diagonal (fun i => (d i : ℂ)) * Uᴴ := by
    refine ⟨hS.1.eigenvectorUnitary, hS.1.eigenvalues, ?_, hS.eigenvalues_nonneg, ?_⟩
    · exact mem_unitaryGroup_iff'.mp hS.1.eigenvectorUnitary.2
    · have h := hS.1.spectral_theorem
      rw [Unitary.conjStarAlgAut_apply] at h
      exact h
  -- functions of `S` multiply and conjugate eigenvalue by eigenvalue
  have mulF : ∀ a b : n → ℂ, U * diagonal a * Uᴴ * (U * diagonal b * Uᴴ)
      = U * diagonal (fun i => a i * b i) * Uᴴ := by
    intro a b
    calc _ = U * diagonal a * (Uᴴ * U) * diagonal b * Uᴴ := by simp only [mul_assoc]
      _ = _ := by rw [hU, mul_one, mul_assoc U, diagonal_mul_diagonal]
  have conjF : ∀ a : n → ℝ, (U * diagonal (fun i => (a i : ℂ)) * Uᴴ)ᴴ
      = U * diagonal (fun i => (a i : ℂ)) * Uᴴ := by
    intro a
    have ha : star (fun i => (a i : ℂ)) = fun i => (a i : ℂ) := by
      funext i
      simp
    rw [conjTranspose_mul, conjTranspose_mul, conjTranspose_conjTranspose,
      diagonal_conjTranspose, ha, ← mul_assoc]
  have key : ∀ s : ℝ, (s : ℂ) * ((s⁻¹ : ℝ) : ℂ) * (s : ℂ) = (s : ℂ) := by
    intro s
    by_cases h : s = 0
    · simp [h]
    · rw [Complex.ofReal_inv, mul_inv_cancel₀ (Complex.ofReal_ne_zero.2 h), one_mul]
  refine ⟨U * diagonal (fun i => ((√(d i) : ℝ) : ℂ)) * Uᴴ,
    U * diagonal (fun i => (((√(d i))⁻¹ : ℝ) : ℂ)) * Uᴴ, conjF _, conjF _, ?_, ?_, ?_, ?_⟩
  · rw [mulF, hSd]
    congr 3
    funext i
    rw [← Complex.ofReal_mul, Real.mul_self_sqrt (hd i)]
  · rw [mulF, mulF]
    congr 3
    funext i
    exact mul_comm _ _
  · rw [mulF, mulF]
    congr 3
    funext i
    exact key _
  · rw [mulF, mulF]
    congr 3
    funext i
    have h := key (√(d i))⁻¹
    rwa [inv_inv] at h
```

Now take $S=\sqrt{B^*B}$, so that $R^4=B^*B$. The relations above give $R^2T=R$ and $T^2R=T$, and therefore
$$B^*B\,T^2=R^2(R^2T)T=R^3T=R(R^2T)=R^2.$$
To show $BTR=B$, let $X=BTR-B$. Then
$$X^*X=(RT-1)R^4(TR-1)=(RT-1)R^3(RTR-R)=0,$$
so $X=0$.

```lean
/-- The matrix `√(B* B)` has a Hermitian square root `R` for which some Hermitian `T` satisfies `B T
R = B`, `B* B T² = R²` and `T² R = T`. -/
theorem exists_polar_roots (B : Matrix n n ℂ) :
    ∃ R T : Matrix n n ℂ, Rᴴ = R ∧ Tᴴ = T ∧ R * R = CFC.sqrt (Bᴴ * B) ∧
      B * T * R = B ∧ Bᴴ * B * (T * T) = R * R ∧ T * T * R = T := by
  have hpos : (CFC.sqrt (Bᴴ * B)).PosSemidef :=
    Matrix.nonneg_iff_posSemidef.mp (CFC.sqrt_nonneg _)
  have hsq : CFC.sqrt (Bᴴ * B) * CFC.sqrt (Bᴴ * B) = Bᴴ * B :=
    CFC.sqrt_mul_sqrt_self (Bᴴ * B)
      (Matrix.nonneg_iff_posSemidef.mpr (posSemidef_conjTranspose_mul_self B))
  obtain ⟨R, T, hR, hT, hRR, hc, hr, ht⟩ := exists_root_pseudoinverse hpos
  rw [← hRR] at hsq
  have ha : R * R * T = R := by rw [mul_assoc, hc, ← mul_assoc, hr]
  refine ⟨R, T, hR, hT, hRR, ?_, ?_, ?_⟩
  · -- `B` vanishes on the kernel of `B* B`
    have h0 : (B * T * R - B)ᴴ * (B * T * R - B) = 0 := by
      calc _ = (R * T - 1) * (Bᴴ * B) * (T * R - 1) := by
            rw [conjTranspose_sub, conjTranspose_mul, conjTranspose_mul, hR, hT]
            noncomm_ring
        _ = (R * T - 1) * (R * R * R) * (R * T * R - R) := by
            rw [← hsq]
            noncomm_ring
        _ = 0 := by rw [hr, sub_self, mul_zero]
    exact sub_eq_zero.mp (conjTranspose_mul_self_eq_zero.mp h0)
  · calc _ = R * R * (R * R * T) * T := by
          rw [← hsq]
          simp only [mul_assoc]
      _ = R * R * R * T := by rw [ha]
      _ = R * (R * R * T) := by simp only [mul_assoc]
      _ = R * R := by rw [ha]
  · rw [mul_assoc, ← hc, ← mul_assoc, ht]
```

## The lower bound

Define
$$K=\begin{pmatrix}0&0\\TB^*&R\end{pmatrix},\qquad L=\begin{pmatrix}0&0\\TB^*&-R\end{pmatrix}.$$
Using $BTR=B$ and its adjoint,
$$K^*K=\begin{pmatrix}BT^2B^*&B\\B^*&R^2\end{pmatrix},\qquad L^*L=\begin{pmatrix}BT^2B^*&-B\\-B^*&R^2\end{pmatrix}.$$
Hence $K^*K-L^*L=2H$. By cyclicity, $\operatorname{tr}(BT^2B^*)=\operatorname{tr}(B^*BT^2)=\operatorname{tr}R^2$, so $\operatorname{tr}L^*L=2\operatorname{tr}S$.

```lean
/-- Twice the Hamiltonian is a difference of two positive matrices, the subtracted one
having trace `2 tr √(B* B)`. -/
theorem hopping_split (B : Matrix n n ℂ) :
    ∃ K L : Matrix (n ⊕ n) (n ⊕ n) ℂ, Kᴴ * K = Lᴴ * L + (hopping B + hopping B) ∧
      trace (Lᴴ * L) = trace (CFC.sqrt (Bᴴ * B)) + trace (CFC.sqrt (Bᴴ * B)) := by
  obtain ⟨R, T, hR, hT, hRR, hB, hG, -⟩ := exists_polar_roots B
  have hB' : R * (T * Bᴴ) = Bᴴ := by
    have h := congrArg conjTranspose hB
    simpa only [conjTranspose_mul, hR, hT] using h
  have hK : (fromBlocks 0 0 (T * Bᴴ) R)ᴴ * fromBlocks 0 0 (T * Bᴴ) R
      = fromBlocks (B * T * (T * Bᴴ)) B Bᴴ (R * R) := by
    rw [fromBlocks_conjTranspose, fromBlocks_multiply]
    simp only [conjTranspose_mul, conjTranspose_conjTranspose, conjTranspose_zero, hT, hR,
      mul_zero, zero_add, hB, hB']
  have hL : (fromBlocks 0 0 (T * Bᴴ) (-R))ᴴ * fromBlocks 0 0 (T * Bᴴ) (-R)
      = fromBlocks (B * T * (T * Bᴴ)) (-B) (-Bᴴ) (R * R) := by
    rw [fromBlocks_conjTranspose, fromBlocks_multiply]
    simp only [conjTranspose_mul, conjTranspose_conjTranspose, conjTranspose_zero,
      conjTranspose_neg, hT, hR, mul_zero, zero_add, mul_neg, neg_mul, neg_neg, hB, hB']
  refine ⟨fromBlocks 0 0 (T * Bᴴ) R, fromBlocks 0 0 (T * Bᴴ) (-R), ?_, ?_⟩
  · rw [hK, hL]
    simp [hopping, fromBlocks_add]
  · have h : trace (B * T * (T * Bᴴ)) = trace (R * R) := by
      calc _ = trace ((B * (T * T)) * Bᴴ) := by simp only [mul_assoc]
        _ = trace (Bᴴ * (B * (T * T))) := trace_mul_comm _ _
        _ = trace (R * R) := by rw [← mul_assoc, hG]
    rw [hL, trace_fromBlocks, h, hRR]
```

For admissible $P$, both $\operatorname{tr}(K^*KP)=\operatorname{tr}(KPK^*)$ and $\operatorname{tr}(L^*L(1-P))$ are non-negative. Their sum is
$$0\le\operatorname{tr}\big((K^*K-L^*L)P\big)+\operatorname{tr}L^*L=2\operatorname{tr}(HP)+2\operatorname{tr}S,$$
which is the bound. In Lean, `pos` supplies the two inequalities and `linarith` adds them.

```lean
/-- No one-body density matrix has an energy below `-tr √(B* B)`. -/
theorem bandEnergy_le_energy (B : Matrix n n ℂ) {P : Matrix (n ⊕ n) (n ⊕ n) ℂ}
    (hP : IsDensity P) : bandEnergy B ≤ energy B P := by
  obtain ⟨K, L, hKL, hL⟩ := hopping_split B
  have pos : ∀ A Q : Matrix (n ⊕ n) (n ⊕ n) ℂ, Q.PosSemidef →
      0 ≤ (trace (Aᴴ * A * Q)).re := by
    intro A Q hQ
    rw [mul_assoc, trace_mul_comm]
    exact (Complex.le_def.mp (hQ.mul_mul_conjTranspose_same A).trace_nonneg).1
  -- particles in the positive part and holes in the negative part both cost energy
  have h1 := pos K P hP.1
  have h2 := pos L (1 - P) hP.2
  rw [hKL, add_mul, add_mul, trace_add, trace_add, Complex.add_re, Complex.add_re] at h1
  rw [mul_sub, mul_one, trace_sub, Complex.sub_re, hL, Complex.add_re] at h2
  unfold bandEnergy energy
  linarith
```

The Pauli condition $1-P\ge0$ is essential here. For $n=1$ and $B=1$, the matrix
$$P=\frac t2\begin{pmatrix}1&-1\\-1&1\end{pmatrix},\qquad t\ge0,$$
is positive semidefinite and has energy $-t$. For this $B$, the energy therefore has no minimum if the upper limit on occupations is dropped and the particle number is left free.

## A minimiser with half an electron per spin on every site

Suppose $M$ is Hermitian and $M^3=M$. Then $(1-M^2)^2=1-M^2$ and $(M^2-M)^2=2(M^2-M)$, so
$$\tfrac12(1-M)=\tfrac12(1-M^2)^2+\tfrac14(M^2-M)^2\ge0.$$

```lean
/-- If `M` is Hermitian and `M³ = M`, then `(1 - M)/2` is positive semidefinite. -/
theorem half_one_sub_posSemidef {m : Type*} [Fintype m] [DecidableEq m]
    {M : Matrix m m ℂ} (hH : Mᴴ = M) (hM : M * M * M = M) :
    ((1 / 2 : ℂ) • (1 - M)).PosSemidef := by
  have h4 : M * M * (M * M) = M * M := by rw [← mul_assoc, hM]
  have e1 : (1 - M * M)ᴴ * (1 - M * M) = 1 - M * M := by
    rw [conjTranspose_sub, conjTranspose_one, conjTranspose_mul, hH]
    calc _ = 1 - M * M - M * M + M * M * (M * M) := by noncomm_ring
      _ = _ := by rw [h4]; abel
  have e2 : (M * M - M)ᴴ * (M * M - M) = (M * M - M) + (M * M - M) := by
    rw [conjTranspose_sub, conjTranspose_mul, hH]
    calc _ = M * M * (M * M) - M * M * M - M * M * M + M * M := by noncomm_ring
      _ = _ := by rw [h4, hM]; abel
  have c1 : (0 : ℂ) ≤ 1 / 2 := by rw [Complex.le_def]; norm_num
  have c2 : (0 : ℂ) ≤ 1 / 4 := by rw [Complex.le_def]; norm_num
  have h := ((posSemidef_conjTranspose_mul_self (1 - M * M)).smul c1).add
    ((posSemidef_conjTranspose_mul_self (M * M - M)).smul c2)
  rw [e1, e2] at h
  convert h using 1
  module
```

Let $W=BT^2$, the partial isometry of the polar decomposition. Then
$$WW^*W=BT^4(B^*BT^2)=BT^4R^2=BT^3R=BT^2=W.$$
The matrix $M=\begin{pmatrix}0&W\\W^*&0\end{pmatrix}$, which is `hopping W`, therefore satisfies $M^3=M$. Applying the previous lemma to $M$ and to $-M$ shows that $P=\tfrac12(1-M)$ is admissible. Its diagonal entries are $\tfrac12$, because $M$ has zero diagonal blocks.

For the energy, $B^*W=B^*BT^2=R^2$, and the adjoint gives $W^*B=R^2$. With $\operatorname{tr}H=0$,
$$\operatorname{tr}(HP)=-\tfrac12\operatorname{tr}(HM)=-\tfrac12\big(\operatorname{tr}(BW^*)+\operatorname{tr}(B^*W)\big)=-\operatorname{tr}S.$$
If $B$ is singular, this $P$ half-occupies the zero modes and is not a projector.

```lean
/-- Some density matrix with occupation `1/2` on every site has energy `-tr √(B* B)`. -/
theorem exists_uniform_minimizer (B : Matrix n n ℂ) :
    ∃ P, IsDensity P ∧ (∀ i, P i i = 1 / 2) ∧ energy B P = bandEnergy B := by
  obtain ⟨R, T, hR, hT, hRR, -, hG, ht⟩ := exists_polar_roots B
  -- the partial isometry of the polar decomposition
  obtain ⟨W, hWdef⟩ : ∃ W, W = B * (T * T) := ⟨_, rfl⟩
  have hW : W * Wᴴ * W = W := by
    have hWH : Wᴴ = T * T * Bᴴ := by rw [hWdef, conjTranspose_mul, conjTranspose_mul, hT]
    rw [hWH, hWdef]
    calc _ = B * (T * T) * (T * T) * (Bᴴ * B * (T * T)) := by simp only [mul_assoc]
      _ = B * T * T * (T * T * R) * R := by rw [hG]; simp only [mul_assoc]
      _ = B * T * T * T * R := by rw [ht]
      _ = B * T * (T * T * R) := by simp only [mul_assoc]
      _ = B * (T * T) := by rw [ht, mul_assoc]
  have hW' : Wᴴ * W * Wᴴ = Wᴴ := by
    have h := congrArg conjTranspose hW
    rwa [conjTranspose_mul, conjTranspose_mul, conjTranspose_conjTranspose,
      ← mul_assoc] at h
  have hH : (hopping W)ᴴ = hopping W := by simp [hopping, fromBlocks_conjTranspose]
  have hM : hopping W * hopping W * hopping W = hopping W := by
    unfold hopping
    rw [fromBlocks_multiply, fromBlocks_multiply]
    simp only [mul_zero, zero_mul, add_zero, zero_add, hW, hW']
  refine ⟨(1 / 2 : ℂ) • (1 - hopping W), ⟨half_one_sub_posSemidef hH hM, ?_⟩, ?_, ?_⟩
  · have h := half_one_sub_posSemidef (M := -hopping W)
      (by rw [conjTranspose_neg, hH]) (by simp only [neg_mul, mul_neg, neg_neg, hM])
    convert h using 1
    module
  · rintro (i | i) <;> simp [hopping]
  · have h1 : Bᴴ * W = R * R := by rw [hWdef, ← mul_assoc, hG]
    have h2 : Wᴴ * B = R * R := by
      have h := congrArg conjTranspose h1
      rwa [conjTranspose_mul, conjTranspose_mul, conjTranspose_conjTranspose, hR] at h
    have h3 : trace (hopping B * hopping W) = trace (R * R) + trace (R * R) := by
      unfold hopping
      rw [fromBlocks_multiply, trace_fromBlocks]
      simp only [mul_zero, add_zero, zero_add]
      rw [trace_mul_comm B, h1, h2]
    have h0 : trace (hopping B) = 0 := by simp [hopping, trace_fromBlocks]
    have h5 : ∀ t : ℂ, (1 / 2 : ℂ) • (0 - (t + t)) = -t := by
      intro t
      rw [smul_eq_mul]
      ring
    unfold energy bandEnergy
    rw [Matrix.mul_smul, mul_sub, mul_one, trace_smul, trace_sub, h0, h3, h5, hRR,
      Complex.neg_re]
```

## The minimum, with free or fixed particle number

`IsLeast` says that $E(B)$ belongs to the set of attainable energies and that no member of the set is smaller. The minimiser supplies the first part and the lower bound the second.

```lean
/-- The minimum of the electronic energy over all one-body density matrices is
`-tr √(B* B)`. -/
theorem isLeast_energy (B : Matrix n n ℂ) :
    IsLeast {E | ∃ P, IsDensity P ∧ energy B P = E} (bandEnergy B) := by
  constructor
  · obtain ⟨P, hP, -, hE⟩ := exists_uniform_minimizer B
    exact ⟨P, hP, hE⟩
  · rintro E ⟨P, hP, rfl⟩
    exact bandEnergy_le_energy B hP
```

The minimiser has $\operatorname{tr}P=2n\cdot\tfrac12=n$, which is half filling for one spin species. The same value is therefore the minimum when the particle number is fixed to $n$.

```lean
/-- The minimum is also `-tr √(B* B)` when the particle number per spin is fixed to half
the number of sites. -/
theorem isLeast_energy_half_filling (B : Matrix n n ℂ) :
    IsLeast {E | ∃ P, IsDensity P ∧ trace P = (Fintype.card n : ℂ) ∧ energy B P = E}
      (bandEnergy B) := by
  constructor
  · obtain ⟨P, hP, hd, hE⟩ := exists_uniform_minimizer B
    refine ⟨P, hP, ?_, hE⟩
    have h : trace P = ∑ _i : n ⊕ n, (1 / 2 : ℂ) := Finset.sum_congr rfl fun i _ => hd i
    rw [h, Finset.sum_const, Finset.card_univ, Fintype.card_sum, nsmul_eq_mul]
    push_cast
    ring
  · rintro E ⟨P, hP, -, rfl⟩
    exact bandEnergy_le_energy B hP
```

## Adding hopping matrices

Let $P$ minimise the energy for $B+C$. Since $H$ is additive in the hopping matrix, and $P$ is also a trial state for $B$ and for $C$ separately,
$$E(B)+E(C)\le\operatorname{tr}(H_BP)+\operatorname{tr}(H_CP)=E(B+C).$$

```lean
/-- The minimal energy for a sum of two hopping matrices is at least the sum of the two
minimal energies. -/
theorem bandEnergy_superadditive (B C : Matrix n n ℂ) :
    bandEnergy B + bandEnergy C ≤ bandEnergy (B + C) := by
  -- the minimiser for `B + C` is a trial state for `B` and for `C`
  obtain ⟨P, hP, -, hE⟩ := exists_uniform_minimizer (B + C)
  have hadd : hopping (B + C) = hopping B + hopping C := by
    simp [hopping, fromBlocks_add, conjTranspose_add]
  have hsum : energy (B + C) P = energy B P + energy C P := by
    unfold energy
    rw [hadd, add_mul, trace_add, Complex.add_re]
  have h1 := bandEnergy_le_energy B hP
  have h2 := bandEnergy_le_energy C hP
  linarith

end

end BipartiteHalfFilling
```

The same argument, with $P$ now a minimiser for $\lambda B+(1-\lambda)C$ and $0\le\lambda\le1$, gives a neighbouring result that the file does not state, concavity:
$$\lambda E(B)+(1-\lambda)E(C)\le E(\lambda B+(1-\lambda)C).$$

```lean
#print axioms BipartiteHalfFilling.isLeast_energy
-- 'BipartiteHalfFilling.isLeast_energy' depends on axioms: [propext, Classical.choice, Quot.sound]
#print axioms BipartiteHalfFilling.isLeast_energy_half_filling
-- 'BipartiteHalfFilling.isLeast_energy_half_filling' depends on axioms: [propext, Classical.choice, Quot.sound]
#print axioms BipartiteHalfFilling.bandEnergy_superadditive
-- 'BipartiteHalfFilling.bandEnergy_superadditive' depends on axioms: [propext, Classical.choice, Quot.sound]
```
